# A parabola matched to frozen LDA exchange at occupations 0, 1/2 and 1 is exact at no other fractional occupation

Take a single orbital with density \(n(\mathbf r)\) and fill it with a fraction \(f\) of an electron, keeping its shape fixed. In the exact theory the energy of a system with a fractional electron number runs along a straight line between the integers. The local density approximation (LDA) departs from that line, and the departure is one source of its errors for charge transfer and orbital energies.

The straight line is a condition on the total energy, not on exchange alone: for a single orbital, exact exchange is quadratic in \(f\) and cancels the Hartree energy. In LDA the cancellation is incomplete, and the contribution of the exchange term to the departure is simple. LDA exchange is \(E[n] = -C\int n^{4/3}\,d^3r\), so the frozen orbital at occupation \(f\) has exchange energy \(f^{4/3}E[n]\), while the straight line gives \(fE[n]\). The line minus the LDA value is \((f-f^{4/3})E[n]\). A scaling correction replaces the factor \(f-f^{4/3}\) by a parabola \(k f(1-f)\), the form that the Hartree self-energy, quadratic in \(f\), produces exactly. With the coefficient \(k=\tau/3\), where \(\tau = 6(1-2^{-1/3})\approx 1.238\), at which occupations is the replacement exact?

## The functions being compared

```lean
import Mathlib

open MeasureTheory

namespace FrozenExchangeCurvature

noncomputable section
```

The first line loads Mathlib, the mathematical library of Lean. The others set up the names used below.

```lean
/-- The global curvature parameter `tau = 6 (1 - 2^(-1/3))`. -/
def tau : ℝ := 6 * (1 - (2 : ℝ) ^ (-(1 / 3) : ℝ))
```

A `def` introduces a named object. Here `tau` is the real number \(\tau = 6(1-2^{-1/3})\). The annotation `: ℝ` says that the object is real, and it makes Lean read \(1/3\) as a real fraction and not as an integer division. The value of \(\tau\) stands for a choice of where the parabola should meet the exchange curve, as the calculation at half occupation will show.

```lean
/-- The frozen LDA exchange deviation `f - f^(4/3)` at occupation `f`, in units of the
exchange energy of the full orbital. -/
def deviation (f : ℝ) : ℝ := f - f ^ (4 / 3 : ℝ)
```

This is \(f-f^{4/3}\), the straight line minus the LDA exchange energy, in units of \(E[n]\). Since \(E[n]\) is negative for a physical density and \(C>0\), a positive value means that the LDA exchange energy lies above the line.

```lean
/-- The parabolic scaling correction `k f (1 - f)` with curvature coefficient `k`. -/
def correction (k f : ℝ) : ℝ := k * f * (1 - f)
```

This is the parabola \(k f(1-f)\). The coefficient \(k\) is an argument, so the results can first be proved for any parabola and then applied to \(k=\tau/3\). The comments in the code call the parabola with \(k=\tau/3\) the global correction.

```lean
/-- The LDA exchange energy `-C ∫ n^(4/3)` of a density `n` in three-dimensional space. -/
def ldaExchange (C : ℝ) (n : EuclideanSpace ℝ (Fin 3) → ℝ) : ℝ :=
  -C * ∫ r, n r ^ (4 / 3 : ℝ)
```

This is the functional \(E[n]=-C\int n^{4/3}\,d^3r\). The type `EuclideanSpace ℝ (Fin 3)` is ordinary three-dimensional space, and a density is a function from it to the real numbers. The constant \(C\) is left free, so the spin-unpolarised and the fully spin-polarised prefactors are both covered. The density need not be normalised to one electron.

## Factoring the error with a cube root

```lean
/-- The cube of the cube root of a nonnegative occupation is the occupation. -/
theorem cbrt_cube {f : ℝ} (hf : 0 ≤ f) : (f ^ (1 / 3 : ℝ)) ^ 3 = f := by
  rw [← Real.rpow_natCast, ← Real.rpow_mul hf]
  norm_num
```

A `theorem` lists its hypotheses before the colon and its conclusion after it. The hypothesis `hf` says \(0\le f\), and the conclusion is \((f^{1/3})^3=f\). The proof multiplies the exponents, \(\tfrac13\cdot 3=1\).

```lean
/-- The error of a parabolic correction, factored in terms of the cube root of the
occupation. -/
theorem deviation_sub_correction (k : ℝ) {f : ℝ} (hf : 0 < f) :
    deviation f - correction k f =
      f * (1 - f ^ (1 / 3 : ℝ)) *
        (1 - k * (1 + f ^ (1 / 3 : ℝ) + (f ^ (1 / 3 : ℝ)) ^ 2)) := by
  have h4 : f ^ (4 / 3 : ℝ) = f * f ^ (1 / 3 : ℝ) := by
    rw [show (4 / 3 : ℝ) = 1 + 1 / 3 by norm_num, Real.rpow_add hf, Real.rpow_one]
  have h3 := cbrt_cube hf.le
  unfold deviation correction
  rw [h4]
  linear_combination (-k * f) * h3
```

Write \(x=f^{1/3}\), so that \(f^{4/3}=fx\) and \(f=x^3\). By hand,

\[
\begin{aligned}
f-f^{4/3}-kf(1-f) &= f\left[(1-x)-k(1-x^3)\right]\\
&= f(1-x)\left[1-k(1+x+x^2)\right],
\end{aligned}
\]

because \(1-x^3=(1-x)(1+x+x^2)\). The theorem states this identity for every \(f>0\) and every \(k\).

In the proof, `h4` is the step \(f^{4/3}=fx\) and `h3` is \(x^3=f\). The last line, `linear_combination`, tells Lean which multiple of `h3` turns one side into the other, and Lean checks the remaining polynomial algebra itself.

The factors \(f\) and \(1-x\) vanish only at \(f=0\) and \(f=1\). At a fractional occupation, exactness therefore depends on the last bracket alone.

## One exact occupation fixes the sign of the error at every fractional occupation

```lean
/-- If a parabolic correction is exact at a fractional occupation `g`, its error at any
fractional occupation `f` is a positive multiple of `g^(1/3) - f^(1/3)`. -/
theorem error_of_exact_at {k f g : ℝ} (hf : 0 < f) (hf1 : f < 1) (hg : 0 < g) (hg1 : g < 1)
    (hexact : deviation g = correction k g) :
    ∃ P : ℝ, 0 < P ∧
      deviation f - correction k f = P * (g ^ (1 / 3 : ℝ) - f ^ (1 / 3 : ℝ)) := by
  have hfac := deviation_sub_correction k hf
  have hgac := deviation_sub_correction k hg
  have hx : 0 < f ^ (1 / 3 : ℝ) := Real.rpow_pos_of_pos hf _
  have hy : 0 < g ^ (1 / 3 : ℝ) := Real.rpow_pos_of_pos hg _
  have hx1 : f ^ (1 / 3 : ℝ) < 1 := Real.rpow_lt_one hf.le hf1 (by norm_num)
  have hy1 : g ^ (1 / 3 : ℝ) < 1 := Real.rpow_lt_one hg.le hg1 (by norm_num)
  generalize f ^ (1 / 3 : ℝ) = x at *
  generalize g ^ (1 / 3 : ℝ) = y at *
  -- exactness at `g` fixes the coefficient `k`
  have hk : k * (1 + y + y ^ 2) = 1 := by
    have hne : g * (1 - y) ≠ 0 := (mul_pos hg (sub_pos.mpr hy1)).ne'
    have hz : g * (1 - y) * (1 - k * (1 + y + y ^ 2)) = 0 := by
      rw [← hgac, hexact, sub_self]
    have h := (mul_eq_zero.mp hz).resolve_left hne
    linarith
  have hkpos : 0 < k := by
    by_contra h
    have hS : 0 ≤ 1 + y + y ^ 2 := by positivity
    have hm := mul_nonneg (neg_nonneg.mpr (not_lt.mp h)) hS
    linarith
  refine ⟨f * (1 - x) * (k * (1 + x + y)), ?_, ?_⟩
  · exact mul_pos (mul_pos hf (sub_pos.mpr hx1)) (mul_pos hkpos (by positivity))
  · rw [hfac]
    linear_combination (-(f * (1 - x))) * hk
```

Suppose that the parabola is exact at some \(g\) with \(0<g<1\), and let \(y=g^{1/3}\). The factored error at \(g\) is zero, and its first two factors are positive, so

\[
k(1+y+y^2)=1 .
\]

Since \(1+y+y^2>0\), this forces \(k>0\). At any other fractional occupation \(f\), with \(x=f^{1/3}\), replace the 1 in the last bracket by \(k(1+y+y^2)\):

\[
\begin{aligned}
1-k(1+x+x^2) &= k\left[(y-x)+(y^2-x^2)\right]\\
&= k(1+x+y)(y-x).
\end{aligned}
\]

The error at \(f\) is therefore \(P\,(y-x)\) with

\[
P=f(1-x)\,k(1+x+y)>0 .
\]

The symbol `∃ P : ℝ` in the statement reads "there is a real number \(P\)", and the proof supplies this expression.

The Lean proof follows the same order. The two `generalize` lines rename the cube roots to `x` and `y`, after the bounds \(0<x<1\) and \(0<y<1\) have been recorded. Then `hk` is the equation for \(k\), and `hkpos` is \(k>0\), obtained by contradiction: if \(k\le 0\), the product \(k(1+y+y^2)\) could not equal 1. The `refine` line gives \(P\), and the two bullets prove that it is positive and that the error has the stated form.

```lean
/-- A parabolic correction that is exact at one fractional occupation `g` is exact at no
other fractional occupation. -/
theorem exact_iff_of_exact_at {k f g : ℝ} (hf : 0 < f) (hf1 : f < 1) (hg : 0 < g)
    (hg1 : g < 1) (hexact : deviation g = correction k g) :
    deviation f = correction k f ↔ f = g := by
  constructor
  · intro h
    obtain ⟨P, hP, hE⟩ := error_of_exact_at hf hf1 hg hg1 hexact
    rw [h, sub_self] at hE
    have hroot := (mul_eq_zero.mp hE.symm).resolve_left hP.ne'
    rw [← cbrt_cube hf.le, ← cbrt_cube hg.le, sub_eq_zero.mp hroot]
  · rintro rfl
    exact hexact
```

The sign `↔` means "if and only if". The theorem says that a parabola exact at a fractional \(g\) is exact at a fractional \(f\) precisely when \(f=g\).

If it is exact at \(f\), then \(P(y-x)=0\). Because \(P>0\), this gives \(x=y\), and cubing gives \(f=g\). The converse is the hypothesis itself. The two bullets after `constructor` are these two directions.

## The coefficient \(\tau/3\) selects half occupation

```lean
/-- The correction with coefficient `tau / 3` is exact at half occupation. -/
theorem exact_at_half : deviation (1 / 2) = correction (tau / 3) (1 / 2) := by
  have hroot : (2 : ℝ) ^ (-(1 / 3) : ℝ) = (1 / 2 : ℝ) ^ (1 / 3 : ℝ) := by
    rw [Real.rpow_neg (by norm_num), one_div (2 : ℝ), Real.inv_rpow (by norm_num)]
  have h3 := cbrt_cube (show (0 : ℝ) ≤ 1 / 2 by norm_num)
  have hfac := deviation_sub_correction (tau / 3) (show (0 : ℝ) < 1 / 2 by norm_num)
  have ht : tau = 6 * (1 - (1 / 2 : ℝ) ^ (1 / 3 : ℝ)) := by
    unfold tau
    rw [hroot]
  generalize (1 / 2 : ℝ) ^ (1 / 3 : ℝ) = x at *
  have hz : 1 - tau / 3 * (1 + x + x ^ 2) = 0 := by
    rw [ht]
    linear_combination 2 * h3
  rw [hz, mul_zero] at hfac
  exact sub_eq_zero.mp hfac
```

Now let \(x=(1/2)^{1/3}=2^{-1/3}\), so that \(x^3=\tfrac12\) and \(\tau/3=2(1-x)\). Then

\[
\frac{\tau}{3}(1+x+x^2)=2(1-x)(1+x+x^2)=2(1-x^3)=1 ,
\]

and the last bracket of the factored error vanishes. Both curves have the value \(\tfrac12(1-2^{-1/3})\approx 0.103\) at \(f=\tfrac12\).

In the proof, `hroot` identifies the two ways of writing \(x\), `ht` expresses \(\tau\) through it, and `hz` is the displayed calculation.

```lean
/-- For a fractional occupation, the frozen LDA exchange deviation `f - f^(4/3)` equals the
scaling correction `(tau/3) f (1 - f)` if and only if `f = 1/2`. -/
theorem exact_iff_half {f : ℝ} (hf : 0 < f) (hf1 : f < 1) :
    f - f ^ (4 / 3 : ℝ) = tau / 3 * f * (1 - f) ↔ f = 1 / 2 :=
  exact_iff_of_exact_at hf hf1 (by norm_num) (by norm_num) exact_at_half
```

This is the answer to the opening question. For \(0<f<1\),

\[
f-f^{4/3}=\frac{\tau}{3}f(1-f)\quad\Longleftrightarrow\quad f=\tfrac12 .
\]

The statement writes both functions out in full, so it can be read without looking up their definitions. Its proof is a single application of the preceding uniqueness theorem with \(g=\tfrac12\), with exactness supplied by `exact_at_half`.

```lean
/-- At a fractional occupation, the global correction is smaller than the frozen exchange
deviation exactly when the orbital is less than half occupied. -/
theorem undercorrects_iff {f : ℝ} (hf : 0 < f) (hf1 : f < 1) :
    correction (tau / 3) f < deviation f ↔ f < 1 / 2 := by
  obtain ⟨P, hP, hE⟩ :=
    error_of_exact_at hf hf1 (by norm_num) (by norm_num) exact_at_half
  rw [← sub_pos, hE, mul_pos_iff_of_pos_left hP, sub_pos]
  exact Real.rpow_lt_rpow_iff hf.le (by norm_num) (by norm_num)
```

Away from half occupation the error has a definite sign. By the formula \(P(y-x)\) with \(y=(1/2)^{1/3}\), the deviation exceeds the correction exactly when \(x<y\). The cube root is strictly increasing, so this means \(f<\tfrac12\). The proof rewrites the inequality as positivity of the difference, removes the positive factor \(P\), and compares the cube roots.

Together with the previous theorem, this shows that the parabola is too large for \(\tfrac12<f<1\). At \(f=\tfrac14\) and \(f=\tfrac34\) the correction has the same value, about 0.077, because it is symmetric about one half. The deviation is about 0.093 at the first occupation and 0.069 at the second.

## From the occupation factor to the exchange energy

```lean
/-- Occupying a frozen orbital density by the fraction `f` multiplies its LDA exchange
energy by `f^(4/3)`. -/
theorem ldaExchange_scale (C : ℝ) {n : EuclideanSpace ℝ (Fin 3) → ℝ} (hn : ∀ r, 0 ≤ n r)
    {f : ℝ} (hf : 0 ≤ f) :
    ldaExchange C (fun r => f * n r) = f ^ (4 / 3 : ℝ) * ldaExchange C n := by
  have h : ∀ r, (f * n r) ^ (4 / 3 : ℝ) = f ^ (4 / 3 : ℝ) * n r ^ (4 / 3 : ℝ) :=
    fun r => Real.mul_rpow hf (hn r)
  unfold ldaExchange
  simp only [h]
  rw [integral_const_mul]
  ring
```

The notation `fun r => f * n r` is the density \(f\,n(\mathbf r)\): the same orbital shape, scaled by the occupation. For \(f\ge 0\) and \(n(\mathbf r)\ge 0\) at every point,

\[
\begin{aligned}
E[fn] &= -C\int (f n)^{4/3}\,d^3r\\
&= -C f^{4/3}\int n^{4/3}\,d^3r = f^{4/3}E[n].
\end{aligned}
\]

The fact `h` splits the power at each point, and `integral_const_mul` takes the constant out of the integral.

```lean
/-- For a frozen orbital density with nonzero LDA exchange energy, the departure of the
exchange energy from the straight line in `f` is reproduced by the global correction at a
fractional occupation if and only if `f = 1/2`. -/
theorem ldaExchange_exact_iff_half (C : ℝ) {n : EuclideanSpace ℝ (Fin 3) → ℝ}
    (hn : ∀ r, 0 ≤ n r) (hE : ldaExchange C n ≠ 0) {f : ℝ} (hf : 0 < f) (hf1 : f < 1) :
    f * ldaExchange C n - ldaExchange C (fun r => f * n r) =
      correction (tau / 3) f * ldaExchange C n ↔ f = 1 / 2 := by
  rw [ldaExchange_scale C hn hf.le, ← sub_mul, mul_left_inj' hE]
  exact exact_iff_half hf hf1

end

end FrozenExchangeCurvature
```

The equation in this theorem is

\[
fE[n]-E[fn]=\frac{\tau}{3}f(1-f)\,E[n],
\]

and it holds at a fractional \(f\) if and only if \(f=\tfrac12\). By the scaling law, the left side is \((f-f^{4/3})E[n]\). Dividing by the nonzero energy \(E[n]\) leaves the equation for the occupation factors, which has already been solved. The three steps of the `rw` line are the scaling law, the collection of the common factor \(E[n]\), and its cancellation.

The hypothesis `hE` says \(E[n]\neq 0\). It also excludes densities for which \(n^{4/3}\) is not integrable, since Mathlib gives such an integral the value zero.

For electronic structure, the result locates the error that the coefficient \(\tau/3\) leaves in the fractional-charge behaviour of LDA exchange, for one frozen orbital taken alone. Orbital relaxation, correlation and the Hartree energy are absent from the model. So is the density of other electrons, which can matter because \(n^{4/3}\) is not additive: if the total density also contains an occupied background that overlaps the fractional orbital, the exchange energy added by the orbital does not scale as \(f^{4/3}\).

## Where the equivalence fails at the endpoints and at zero energy

Within the range \(0\le f\le 1\), both endpoints must be excluded for the "only if" direction. At \(f=0\) both \(f-f^{4/3}\) and \(\tfrac{\tau}{3}f(1-f)\) are zero, and the same happens at \(f=1\). The two sides then agree although \(f\neq\tfrac12\). These are the integer occupations, where the straight line meets the LDA exchange energy by construction.

The condition \(E[n]\neq 0\) is needed as well. For \(n=0\) everywhere, both sides of the energy equation are zero at every occupation, for instance at \(f=\tfrac14\), and the equation says nothing about \(f\).

```lean
#print axioms FrozenExchangeCurvature.undercorrects_iff
-- 'FrozenExchangeCurvature.undercorrects_iff' depends on axioms: [propext, Classical.choice, Quot.sound]
#print axioms FrozenExchangeCurvature.ldaExchange_exact_iff_half
-- 'FrozenExchangeCurvature.ldaExchange_exact_iff_half' depends on axioms: [propext, Classical.choice, Quot.sound]
```
